# Equality of the addition-root and removal-root forms of the pp-RPA correlation energy

In the particle-particle random-phase approximation (pp-RPA) with finitely many particle and hole pairs, `ppEnergy_eq_hole_form` states that the sum of the addition roots minus tr A equals minus the sum of the removal roots minus tr C. Here A and C are the particle-pair and hole-pair blocks of the matrix M, taken at μ = 0, and W is the metric, +1 on particle pairs and −1 on hole pairs. The lemma assumes a full set of modes, the columns of Z, which are eigenvectors of WM and are normalised by Z†WZ = W, so that addition modes have norm +1 and removal modes −1. The proof gets an inverse of Z from the normalisation and uses the cyclic property of the trace to show that tr(WM) is the sum of all the roots. It then tries to read off the same trace from the blocks as tr A − tr C and to rearrange.

The first attempt, which Lean rejects:

```lean
import Mathlib

open Matrix
open scoped ComplexOrder

namespace ParticleParticleRPA

noncomputable section

variable {p h : Type*} [Fintype p] [Fintype h] [DecidableEq p] [DecidableEq h]

/-- The metric `W`: `+1` on particle pairs and `-1` on hole pairs. -/
def metric (p h : Type*) [DecidableEq p] [DecidableEq h] : Matrix (p ⊕ h) (p ⊕ h) ℂ :=
  fromBlocks 1 0 0 (-1)

/-- The pp-RPA matrix `M(μ)` with diagonal blocks `A - 2μ` and `C + 2μ` and coupling `B`. -/
def ppMatrix (A : Matrix p p ℂ) (B : Matrix p h ℂ) (C : Matrix h h ℂ) (μ : ℝ) :
    Matrix (p ⊕ h) (p ⊕ h) ℂ :=
  fromBlocks (A - (2 * (μ : ℂ)) • 1) B Bᴴ (C + (2 * (μ : ℂ)) • 1)

/-- The sum of `w` over the particle pairs minus the trace of `A`. This is the pp-RPA correlation
energy when `w` lists the addition roots. -/
def ppEnergy (A : Matrix p p ℂ) (w : p → ℂ) : ℂ := ∑ i, w i - trace A

/-- The columns of `Z` are eigenvectors of `W M` with roots `w`, orthonormal in the metric `W`;
addition modes are labelled by `p` and removal modes by `h`. -/
structure IsModes (M : Matrix (p ⊕ h) (p ⊕ h) ℂ) (w : p ⊕ h → ℂ)
    (Z : Matrix (p ⊕ h) (p ⊕ h) ℂ) : Prop where
  eigen : metric p h * M * Z = Z * diagonal w
  normalized : Zᴴ * metric p h * Z = metric p h

/-- The metric squares to the identity. -/
theorem metric_sq : metric p h * metric p h = 1 := by
  simp [metric, fromBlocks_multiply]

/-- The correlation energy from the addition roots equals minus the sum of the removal roots
minus the trace of `C`. -/
theorem ppEnergy_eq_hole_form {A : Matrix p p ℂ} {B : Matrix p h ℂ} {C : Matrix h h ℂ}
    {w : p ⊕ h → ℂ} {Z : Matrix (p ⊕ h) (p ⊕ h) ℂ}
    (hZ : IsModes (ppMatrix A B C 0) w Z) :
    ppEnergy A (fun i => w (Sum.inl i)) = -∑ a, w (Sum.inr a) - trace C := by
  -- the normalisation provides an inverse of `Z`
  obtain ⟨Y, hl⟩ : ∃ Y, Y * Z = 1 := ⟨metric p h * Zᴴ * metric p h, by
    rw [Matrix.mul_assoc, Matrix.mul_assoc, ← Matrix.mul_assoc Zᴴ, hZ.normalized, metric_sq]⟩
  have hr : Z * Y = 1 := mul_eq_one_comm.1 hl
  have ht : trace (metric p h * ppMatrix A B C 0) = ∑ j, w j := by
    calc trace (metric p h * ppMatrix A B C 0)
        = trace (metric p h * ppMatrix A B C 0 * Z * Y) := by
          rw [Matrix.mul_assoc (metric p h * ppMatrix A B C 0), hr, Matrix.mul_one]
      _ = trace (Y * (Z * diagonal w)) := by rw [hZ.eigen, trace_mul_comm]
      _ = ∑ j, w j := by rw [← Matrix.mul_assoc, hl, Matrix.one_mul, trace_diagonal]
  simp [metric, ppMatrix, fromBlocks_multiply, trace_fromBlocks, Fintype.sum_sum_type] at ht
  unfold ppEnergy
  linear_combination -ht

end

end ParticleParticleRPA
```

The compiler's answer:

```
Main.lean:52:47: error(lean.unknownIdentifier): Unknown identifier `trace_fromBlocks`
Main.lean:54:2: error: ring failed, ring expressions not equal
p : Type u_1
h : Type u_2
inst✝³ : Fintype p
inst✝² : Fintype h
inst✝¹ : DecidableEq p
inst✝ : DecidableEq h
A : Matrix p p ℂ
B : Matrix p h ℂ
C : Matrix h h ℂ
w : p ⊕ h → ℂ
Z : Matrix (p ⊕ h) (p ⊕ h) ℂ
hZ : IsModes (ppMatrix A B C 0) w Z
Y : Matrix (p ⊕ h) (p ⊕ h) ℂ
hl : Y * Z = 1
hr : Z * Y = 1
ht : (fromBlocks A B (-Bᴴ) (-C)).trace = ∑ a₁, w (Sum.inl a₁) + ∑ a₂, w (Sum.inr a₂)
⊢ -A.trace + (fromBlocks A B (-Bᴴ) (-C)).trace + C.trace = 0
```

What went wrong. The first message says that Lean knows no lemma called `trace_fromBlocks`. The other simplifications were still carried out, but the trace of the block matrix stayed whole in `ht`. The second message follows from this. `linear_combination` checks its result with `ring`, which treats each trace as an opaque quantity, so it could not see that the trace of the block matrix is tr A − tr C. The equation it was left with is true, but not by ring algebra alone.

The repair gives `simp` the definition `Matrix.trace` instead. The trace becomes a sum over the diagonal, `Fintype.sum_sum_type` splits that sum into particle and hole parts, and `simp` evaluates the entries of the blocks. Now `ht` speaks of diagonal sums, while `unfold ppEnergy` would leave `trace A` and `trace C` in the goal. The new `simp only` therefore unfolds the traces there as well, and the unchanged `linear_combination -ht` closes the goal.

Lean accepts the file once it reads:

```diff
@@ -50,6 +50,6 @@
       _ = trace (Y * (Z * diagonal w)) := by rw [hZ.eigen, trace_mul_comm]
       _ = ∑ j, w j := by rw [← Matrix.mul_assoc, hl, Matrix.one_mul, trace_diagonal]
-  simp [metric, ppMatrix, fromBlocks_multiply, trace_fromBlocks, Fintype.sum_sum_type] at ht
-  unfold ppEnergy
+  simp [metric, ppMatrix, fromBlocks_multiply, Matrix.trace, Fintype.sum_sum_type] at ht
+  simp only [ppEnergy, Matrix.trace, Matrix.diag_apply]
   linear_combination -ht
 
```
